# Dipole, polarizability and first hyperpolarizability of a two-level model at zero field

A two-level system with excitation energy \(w>0\), transition dipole \(d\) and no state dipoles has the lower energy \(\tfrac12\bigl(w-\sqrt{w^2+4F^2d^2}\bigr)=-F^2d^2/w+O(F^4)\) in a static field \(F\), which gives a polarizability \(2d^2/w\) and, since the expression is even in \(F\), no cubic term. If the two states have different dipoles \(m_0\) and \(m_1\), and \(d\neq0\), a cubic term appears, and with it a first hyperpolarizability.

In Lean 4 with Mathlib:

```lean
import Mathlib

open Matrix Filter
open scoped Topology ContDiff

namespace TwoLevelHyperpolarizability

noncomputable section

/-- Two-level Hamiltonian in a static field `F`: state dipoles `m0`, `m1`, transition dipole `d`,
and zero-field excitation energy `w`. -/
def hamiltonian (m0 m1 d w F : ℝ) : Matrix (Fin 2) (Fin 2) ℝ :=
  !![-F * m0, -F * d; -F * d, w - F * m1]

/-- The energies of a real two-level matrix: its eigenvalues with nonzero real eigenvectors. -/
def energies (A : Matrix (Fin 2) (Fin 2) ℝ) : Set ℝ :=
  {e | ∃ v : Fin 2 → ℝ, v ≠ 0 ∧ A *ᵥ v = e • v}

/-- The splitting of the two levels in the field `F`. -/
def gap (m0 m1 d w F : ℝ) : ℝ :=
  √((w - F * (m1 - m0)) ^ 2 + 4 * (F * d) ^ 2)

/-- The lower level in closed form. -/
def groundEnergy (m0 m1 d w F : ℝ) : ℝ :=
  (w - F * (m0 + m1) - gap m0 m1 d w F) / 2

/-- Half the field derivative of the squared gap. -/
def gapSlope (m0 m1 d w F : ℝ) : ℝ :=
  F * ((m1 - m0) ^ 2 + 4 * d ^ 2) - w * (m1 - m0)

/-- The dipole moment of the lower level in the field `F`, where the gap is open. -/
def dipole (m0 m1 d w F : ℝ) : ℝ :=
  (m0 + m1) / 2 + gapSlope m0 m1 d w F / gap m0 m1 d w F / 2

/-- The polarizability of the lower level in the field `F`, where the gap is open. -/
def polarizability (m0 m1 d w F : ℝ) : ℝ :=
  2 * w ^ 2 * d ^ 2 / gap m0 m1 d w F ^ 3

/-- The first hyperpolarizability of the lower level in the field `F`, where the gap is open. -/
def hyperpolarizability (m0 m1 d w F : ℝ) : ℝ :=
  -(6 * w ^ 2 * d ^ 2 * gapSlope m0 m1 d w F) / gap m0 m1 d w F ^ 5

variable {m0 m1 d w F : ℝ}

lemma gap_sq : gap m0 m1 d w F ^ 2 = (w - F * (m1 - m0)) ^ 2 + 4 * (F * d) ^ 2 :=
  Real.sq_sqrt (by positivity)

/-- The energies in the field are the roots of the secular equation. -/
theorem mem_energies_iff (e : ℝ) : e ∈ energies (hamiltonian m0 m1 d w F) ↔
    (-F * m0 - e) * (w - F * m1 - e) - (F * d) ^ 2 = 0 := by
  have h := Matrix.exists_mulVec_eq_zero_iff
    (M := hamiltonian m0 m1 d w F - e • (1 : Matrix (Fin 2) (Fin 2) ℝ))
  have hdet : (hamiltonian m0 m1 d w F - e • (1 : Matrix (Fin 2) (Fin 2) ℝ)).det =
      (-F * m0 - e) * (w - F * m1 - e) - (F * d) ^ 2 := by
    rw [Matrix.det_fin_two]
    simp [hamiltonian]
    ring
  rw [hdet] at h
  refine Iff.trans ?_ h
  simp only [energies, Set.mem_ofPred_eq, Matrix.sub_mulVec, Matrix.smul_mulVec,
    Matrix.one_mulVec, sub_eq_zero]

/-- The closed form `groundEnergy` is the lowest energy of the Hamiltonian at every field. -/
theorem groundEnergy_isLeast (m0 m1 d w F : ℝ) :
    IsLeast (energies (hamiltonian m0 m1 d w F)) (groundEnergy m0 m1 d w F) := by
  have hs := gap_sq (m0 := m0) (m1 := m1) (d := d) (w := w) (F := F)
  constructor
  · rw [mem_energies_iff, groundEnergy]
    linear_combination (1 / 4) * hs
  · intro e he
    rw [mem_energies_iff] at he
    -- completing the square in the secular equation
    have hsq : (w - F * (m0 + m1) - 2 * e) ^ 2 = gap m0 m1 d w F ^ 2 := by
      linear_combination 4 * he - hs
    have hle := (le_abs_self _).trans (abs_le_of_sq_le_sq hsq.le (Real.sqrt_nonneg _))
    rw [groundEnergy]
    linarith

lemma hasDerivAt_gap (h : 0 < gap m0 m1 d w F) :
    HasDerivAt (gap m0 m1 d w) (gapSlope m0 m1 d w F / gap m0 m1 d w F) F := by
  have h1 : HasDerivAt (fun x : ℝ => w - x * (m1 - m0)) (-(m1 - m0)) F :=
    (((hasDerivAt_id' F).mul_const (m1 - m0)).const_sub w).congr_deriv (by ring)
  have h2 : HasDerivAt (fun x : ℝ => x * d) d F :=
    ((hasDerivAt_id' F).mul_const d).congr_deriv (by ring)
  have hD : HasDerivAt (fun x : ℝ => (w - x * (m1 - m0)) ^ 2 + 4 * (x * d) ^ 2)
      (2 * gapSlope m0 m1 d w F) F :=
    ((h1.fun_pow 2).fun_add ((h2.fun_pow 2).const_mul 4)).congr_deriv (by
      simp only [gapSlope, Nat.cast_ofNat, Nat.reduceSub, pow_one]
      ring)
  exact (hD.sqrt (Real.sqrt_pos.1 h).ne').congr_deriv (mul_div_mul_left _ _ two_ne_zero)

/-- Where the gap is open, the field derivative of the lower level is minus its dipole moment. -/
theorem hasDerivAt_groundEnergy (h : 0 < gap m0 m1 d w F) :
    HasDerivAt (groundEnergy m0 m1 d w) (-dipole m0 m1 d w F) F :=
  (((((hasDerivAt_id' F).mul_const (m0 + m1)).const_sub w).fun_sub
    (hasDerivAt_gap h)).div_const 2).congr_deriv (by rw [dipole]; ring)

/-- Where the gap is open, the dipole moment changes with the field at the rate
`2 w² d² / gap³`. -/
theorem hasDerivAt_dipole (h : 0 < gap m0 m1 d w F) :
    HasDerivAt (dipole m0 m1 d w) (polarizability m0 m1 d w F) F := by
  have hs : HasDerivAt (gapSlope m0 m1 d w) ((m1 - m0) ^ 2 + 4 * d ^ 2) F :=
    (((hasDerivAt_id' F).mul_const _).sub_const _).congr_deriv (one_mul _)
  refine (((hs.fun_div (hasDerivAt_gap h) h.ne').div_const 2).const_add
    ((m0 + m1) / 2)).congr_deriv ?_
  -- the discriminant of the squared gap does not depend on the field
  have key : ((m1 - m0) ^ 2 + 4 * d ^ 2) * gap m0 m1 d w F ^ 2 - gapSlope m0 m1 d w F ^ 2
      = 4 * w ^ 2 * d ^ 2 := by
    rw [gap_sq, gapSlope]
    ring
  have hg := h.ne'
  rw [polarizability]
  generalize gap m0 m1 d w F = g at *
  generalize gapSlope m0 m1 d w F = s at *
  calc _ = (((m1 - m0) ^ 2 + 4 * d ^ 2) * g ^ 2 - s ^ 2) / (2 * g ^ 3) := by
        field_simp
    _ = _ := by rw [key]; ring

/-- Where the gap is open, the field derivative of the polarizability is the first
hyperpolarizability. -/
theorem hasDerivAt_polarizability (h : 0 < gap m0 m1 d w F) :
    HasDerivAt (polarizability m0 m1 d w) (hyperpolarizability m0 m1 d w F) F := by
  refine ((hasDerivAt_const F (2 * w ^ 2 * d ^ 2)).fun_div ((hasDerivAt_gap h).fun_pow 3)
    (pow_ne_zero 3 h.ne')).congr_deriv ?_
  have hg := h.ne'
  simp only [hyperpolarizability, Nat.cast_ofNat, Nat.reduceSub, zero_mul, zero_sub]
  field_simp
  ring

/-- At any field with an open gap, the first three derivatives of the lower level are the negatives
of, respectively, the dipole moment, the polarizability and the first hyperpolarizability at that
field. -/
theorem response_at_field (h : 0 < gap m0 m1 d w F) :
    deriv (groundEnergy m0 m1 d w) F = -dipole m0 m1 d w F ∧
    deriv (deriv (groundEnergy m0 m1 d w)) F = -polarizability m0 m1 d w F ∧
    deriv (deriv (deriv (groundEnergy m0 m1 d w))) F = -hyperpolarizability m0 m1 d w F := by
  -- an open gap stays open nearby, so each formula may be differentiated again
  have near : ∀ x, 0 < gap m0 m1 d w x → ∀ᶠ y in 𝓝 x, 0 < gap m0 m1 d w y :=
    fun x hx => (hasDerivAt_gap hx).continuousAt.eventually (lt_mem_nhds hx)
  have h1 : ∀ x, 0 < gap m0 m1 d w x →
      deriv (groundEnergy m0 m1 d w) x = -dipole m0 m1 d w x :=
    fun x hx => (hasDerivAt_groundEnergy hx).deriv
  have h2 : ∀ x, 0 < gap m0 m1 d w x →
      deriv (deriv (groundEnergy m0 m1 d w)) x = -polarizability m0 m1 d w x := by
    intro x hx
    have e : deriv (groundEnergy m0 m1 d w) =ᶠ[𝓝 x] fun y => -dipole m0 m1 d w y :=
      (near x hx).mono h1
    rw [e.deriv_eq]
    exact (hasDerivAt_dipole hx).fun_neg.deriv
  refine ⟨h1 F h, h2 F h, ?_⟩
  have e : deriv (deriv (groundEnergy m0 m1 d w)) =ᶠ[𝓝 F]
      fun y => -polarizability m0 m1 d w y := (near F h).mono h2
  rw [e.deriv_eq]
  exact (hasDerivAt_polarizability h).fun_neg.deriv

lemma contDiffAt_groundEnergy (h : 0 < gap m0 m1 d w F) :
    ContDiffAt ℝ ∞ (groundEnergy m0 m1 d w) F := by
  have hD : ContDiff ℝ ∞ (fun x : ℝ => (w - x * (m1 - m0)) ^ 2 + 4 * (x * d) ^ 2) := by
    fun_prop
  have hL : ContDiff ℝ ∞ (fun x : ℝ => w - x * (m0 + m1)) := by fun_prop
  exact (hL.contDiffAt.sub (hD.contDiffAt.sqrt (Real.sqrt_pos.1 h).ne')).div_const 2

/-- Avoided crossing: with a nonzero transition dipole and a nonzero zero-field splitting, the gap
is open at every field and the lower level is a smooth function of the field. -/
theorem avoided_crossing (hw : w ≠ 0) (hd : d ≠ 0) :
    (∀ F, 0 < gap m0 m1 d w F) ∧ ContDiff ℝ ∞ (groundEnergy m0 m1 d w) := by
  have hpos : ∀ F, 0 < gap m0 m1 d w F := by
    intro F
    apply Real.sqrt_pos.2
    rcases eq_or_ne F 0 with rfl | hF
    · have : 0 < w ^ 2 := by positivity
      linarith [show (w - 0 * (m1 - m0)) ^ 2 + 4 * (0 * d) ^ 2 = w ^ 2 by ring]
    · positivity
  exact ⟨hpos, contDiff_iff_contDiffAt.2 fun F => contDiffAt_groundEnergy (hpos F)⟩

/-- Static response of the two-level model: the lowest energy `E` is smooth at zero field, and
minus its first three derivatives there are `m0`, `2 d² / w` and `6 d² (m1 - m0) / w²`. -/
theorem two_level_response (hw : 0 < w) (E : ℝ → ℝ)
    (hE : ∀ F, IsLeast (energies (hamiltonian m0 m1 d w F)) (E F)) :
    ContDiffAt ℝ ∞ E 0 ∧ -deriv E 0 = m0 ∧ -deriv (deriv E) 0 = 2 * d ^ 2 / w ∧
    -deriv (deriv (deriv E)) 0 = 6 * d ^ 2 * (m1 - m0) / w ^ 2 := by
  obtain rfl : E = groundEnergy m0 m1 d w :=
    funext fun F => (hE F).unique (groundEnergy_isLeast m0 m1 d w F)
  -- at zero field the gap is the excitation energy
  have hg : gap m0 m1 d w 0 = w := by
    rw [gap, show (w - 0 * (m1 - m0)) ^ 2 + 4 * (0 * d) ^ 2 = w ^ 2 by ring]
    exact Real.sqrt_sq hw.le
  have h0 : 0 < gap m0 m1 d w 0 := by rwa [hg]
  have hw' := hw.ne'
  obtain ⟨h1, h2, h3⟩ := response_at_field h0
  refine ⟨contDiffAt_groundEnergy h0, ?_, ?_, ?_⟩
  · rw [h1, neg_neg, dipole, hg, gapSlope, zero_mul, zero_sub]
    field_simp
    ring
  · rw [h2, neg_neg, polarizability, hg]
    field_simp
  · rw [h3, neg_neg, hyperpolarizability, hg, gapSlope, zero_mul, zero_sub]
    field_simp

end

end TwoLevelHyperpolarizability
```

```lean
#print axioms TwoLevelHyperpolarizability.avoided_crossing
-- 'TwoLevelHyperpolarizability.avoided_crossing' depends on axioms: [propext, Classical.choice, Quot.sound]
#print axioms TwoLevelHyperpolarizability.two_level_response
-- 'TwoLevelHyperpolarizability.two_level_response' depends on axioms: [propext, Classical.choice, Quot.sound]
```

## The response as derivatives of the lowest energy

The main theorem, `two_level_response`, takes \(w>0\) and any function \(E\) for which \(E(F)\) is the least energy of

\[
H(F)=\begin{pmatrix}-Fm_0&-Fd\\-Fd&w-Fm_1\end{pmatrix}
\]

at every real \(F\). It concludes that \(E\) is smooth at \(F=0\) (`ContDiffAt ℝ ∞ E 0`) and that there

\[
-E'=m_0,\qquad -E''=\frac{2d^2}{w},\qquad -E'''=\frac{6d^2(m_1-m_0)}{w^2}.
\]

The set `energies` contains the numbers \(e\) with \(Hv=ev\) for some nonzero real vector \(v\), and `IsLeast` says that \(E(F)\) belongs to this set and is a lower bound for it. The closed formula for the energy does not enter the statement.

Physically, \(H(F)\) is a field-free Hamiltonian with levels \(0\) and \(w\), minus \(F\) times a real dipole matrix. The condition \(w>0\) makes state 0 the nondegenerate ground state at zero field. The response coefficients follow the Taylor convention \(E=E_0-\mu F-\tfrac12\alpha F^2-\tfrac16\beta F^3-\cdots\); a convention without the factorials changes the numerical factors.

The formula for \(\beta\) is the static two-state estimate for donor–acceptor chromophores, restricted to one field component and one excited state. The dipoles and the excitation energy are given parameters, and frequency dependence, damping and further excited states are absent.

## From the secular equation to the three coefficients

Write \(\Delta=m_1-m_0\) and \(S=m_0+m_1\). A nonzero eigenvector exists exactly when the determinant of \(H-e\) vanishes, which is `mem_energies_iff`:

\[
(-Fm_0-e)(w-Fm_1-e)-F^2d^2=0.
\]

Multiplying by 4 and completing the square gives

\[
(w-FS-2e)^2=g^2,\qquad g^2=(w-F\Delta)^2+4F^2d^2,
\]

with \(g\ge0\) the `gap`. The roots are \(e=(w-FS\pm g)/2\), and the minus sign gives the lower one. In `groundEnergy_isLeast`, `linear_combination` checks that this root solves the equation, and the completed square bounds every other root from below.

Where \(g>0\), the square root can be differentiated. Half the derivative of \(g^2\) is

\[
s=F(\Delta^2+4d^2)-w\Delta,
\]

called `gapSlope`, so \(g'=s/g\). Hence

\[
-E'=\mu=\frac S2+\frac{s}{2g},\qquad
\alpha=\mu'=\frac{(\Delta^2+4d^2)g^2-s^2}{2g^3}.
\]

Inserting \(g^2=(\Delta^2+4d^2)F^2-2w\Delta F+w^2\), every term containing \(F\) cancels from the numerator, which leaves \(4w^2d^2\). This is the identity `key` in `hasDerivAt_dipole`. Therefore

\[
\alpha=\frac{2w^2d^2}{g^3},\qquad
\beta=\alpha'=-\frac{6w^2d^2g'}{g^4}=-\frac{6w^2d^2s}{g^5}.
\]

At \(F=0\), \(g=w\) and \(s=-w\Delta\), so

\[
\mu=\frac{S-\Delta}{2}=m_0,\qquad
\alpha=\frac{2d^2}{w},\qquad
\beta=\frac{6d^2\Delta}{w^2}.
\]

A second derivative requires the first-derivative formula in a whole neighbourhood, not just at one point. In `response_at_field`, continuity of the gap supplies this: an open gap stays open nearby, so each formula can be differentiated again. The theorem thus gives all three coefficients at any field with an open gap.

Smoothness comes from `contDiffAt_groundEnergy`, since the square root is smooth away from zero. The main theorem then identifies the given \(E\) with `groundEnergy`, because a set has at most one least element, and evaluates at zero field.

## No crossing when the states are coupled

For \(w\neq0\) and \(d\neq0\), `avoided_crossing` shows that the gap is open at every field: \(g^2=w^2>0\) at \(F=0\), and \(g^2\ge4F^2d^2>0\) elsewhere. The closed form `groundEnergy` is then smooth on the whole real line. With \(d=0\) and \(\Delta\neq0\), the levels cross at \(F=w/\Delta\).
